# With m exact core states and a simple valence ground level, the Phillips–Kleinman ground level is (m + 1)-fold degenerate

## Do the lifted cores land exactly on the valence level?

Let $H$ be a Hermitian one-electron Hamiltonian with $m$ orthonormal core eigenvectors $c_a$ of energies $\varepsilon_a$. Let $E$ be its lowest eigenvalue among states orthogonal to all the cores, simple there, with eigenvector $\psi$. The Phillips–Kleinman Hamiltonian is

$$H_{\mathrm{PK}} = H + \sum_a (E-\varepsilon_a)\, c_a c_a^*.$$

I understand that this operator has $E$ as its lowest eigenvalue, and that the eigenspace contains not only $\psi$ but every core as well, so that its dimension is $m+1$. I would like to see this argued rigorously, with a proof that a machine has checked.

## Every core joins the valence state at E

The inner product $\langle x,y\rangle$ is conjugate-linear in $x$ and linear in $y$, and $c_a c_a^*$ sends $x$ to $\langle c_a,x\rangle c_a$. It helps to allow arbitrary real weights $w_a$ and study

$$H_w = H + \sum_a w_a\, c_a c_a^*,$$

which is $H_{\mathrm{PK}}$ when $w_a = E-\varepsilon_a$.

### Splitting an eigenvector into core and valence parts

Real weights keep $H_w$ Hermitian, so its eigenvalues are real. If $x$ is orthogonal to all cores, the added terms vanish and $H_w x = Hx$. On a core, orthonormality leaves one term:

$$H_w c_b = (\varepsilon_b + w_b)\, c_b.$$

Now let $H_w x = \mu x$ with $x \neq 0$. Evaluating $\langle c_a, H_w x\rangle$ in two ways gives

$$\mu\langle c_a,x\rangle = \langle H_w c_a, x\rangle = (\varepsilon_a+w_a)\langle c_a,x\rangle .$$

Hence each overlap $\langle c_a,x\rangle$ is zero unless $\mu=\varepsilon_a+w_a$.

Put $p=\sum_a\langle c_a,x\rangle c_a$ and $y=x-p$. Every nonzero term of $p$ is an eigenvector of $H_w$ at $\mu$, so $H_w p=\mu p$, and by subtraction $H_w y=\mu y$. Since $y$ is orthogonal to the cores, $Hy=\mu y$.

Suppose that $\varepsilon_a+w_a\ge E$ for every $a$. If $y\neq0$, then $\mu\ge E$ by the definition of $E$. If $y=0$, then $x=p\neq0$, so some overlap is nonzero and $\mu=\varepsilon_a+w_a\ge E$ for that core. The value $E$ is attained, because $H_w\psi=H\psi=E\psi$. So $E$ is the lowest eigenvalue.

For the Phillips–Kleinman weights, $\varepsilon_a+w_a=E$ for every core, so $\psi$ and all the $c_a$ lie in the eigenspace at $E$. Conversely, if $H_{\mathrm{PK}}x=Ex$, simplicity gives $y=k\psi$ for some complex $k$, and

$$x = k\psi+\sum_a\langle c_a,x\rangle c_a .$$

The eigenspace is therefore the span of $\psi$ and the cores. These are $m+1$ nonzero, mutually orthogonal vectors, so the dimension is $m+1$.

If instead every $\varepsilon_a+w_a$ is strictly above $E$, an eigenvector at $E$ has no core overlap, and only the line through $\psi$ remains.

### Three levels at −2, −1 and 1

Take $H=\mathrm{diag}(-2,-1,1)$ with basis vectors $e_0,e_1,e_2$, core $e_0$ and valence ground state $e_1$. Then $E=-1$, the weight is $-1-(-2)=1$, and

$$H_{\mathrm{PK}}=\mathrm{diag}(-1,-1,1).$$

The lowest level is $-1$, with dimension $2=1+1$. The normalised mixture $(e_0+e_1)/\sqrt2$ is an eigenvector of $H_{\mathrm{PK}}$ at $-1$, but not an eigenvector of $H$. With weight $3$ instead, the operator is $\mathrm{diag}(1,-1,1)$, and the eigenspace at $-1$ is the line through $e_1$.

### What the Lean hypotheses say about the atom

The state space `V` is a complex inner product space, possibly infinite-dimensional, and `H` is a linear map from `V` to itself, defined on all of it. An unbounded Hamiltonian, such as that of an atom, is not defined on its whole Hilbert space. Since `V` need not be complete, it can then be taken as a subspace that `H` maps into itself and that contains all eigenvectors of `H`. The cores are indexed by a finite type `ι`, so $m$ is `Fintype.card ι`; with no cores, the result reduces to the simple ground level of $H$ itself.

`CoreStates H c ε` says that `H` is symmetric and that the `c a` are orthonormal, exact eigenvectors with real energies `ε a`. Physically, cores and valence states belong to the same fixed one-electron Hamiltonian. Cores carried over from a free atom into a solid satisfy this only approximately. The core energies need not lie below `E`.

`ValenceGround H c E ψ` says that `ψ` is nonzero, orthogonal to the cores and an eigenvector at `E`, that no core-orthogonal eigenvector has a lower eigenvalue, and that every core-orthogonal solution at `E` is a multiple of `ψ`. Normalisation of `ψ` is not required. The last condition excludes any degeneracy of the valence level, accidental or due to symmetry: a valence p level, or a level counted with both spins, meets it only after restriction to a suitable symmetry sector. The existence of such a level is assumed, not derived.

The main theorem, `phillipsKleinman_ground_level`, has three parts: `E` is the least real eigenvalue of `phillipsKleinman H c ε E`, the eigenspace is the span of `ψ` and the range of `c`, and its dimension is `Fintype.card ι + 1`. It concerns eigenvalues and does not address continuous spectrum. The number `E` in the operator is fixed, so an energy-dependent pseudopotential that is updated from state to state is not covered.

```lean
import Mathlib

open Module.End

namespace PhillipsKleinmanDegeneracy

noncomputable section

variable {V : Type*} [NormedAddCommGroup V] [InnerProductSpace ℂ V] {ι : Type*}

/-- The vector `x` is orthogonal to every core state. -/
def CoreOrthogonal (c : ι → V) (x : V) : Prop := ∀ a, inner ℂ (c a) x = 0

/-- The Hamiltonian `H` is symmetric and the `c a` are orthonormal eigenvectors of it,
with core energies `ε a`. -/
structure CoreStates (H : V →ₗ[ℂ] V) (c : ι → V) (ε : ι → ℝ) : Prop where
  symmetric : H.IsSymmetric
  orthonormal : Orthonormal ℂ c
  eigen : ∀ a, H (c a) = (ε a : ℂ) • c a

/-- `E` is the lowest eigenvalue of `H` on the orthogonal complement of the cores,
and it is simple there, with eigenvector `ψ`. -/
structure ValenceGround (H : V →ₗ[ℂ] V) (c : ι → V) (E : ℝ) (ψ : V) : Prop where
  ne_zero : ψ ≠ 0
  orth : CoreOrthogonal c ψ
  eigen : H ψ = (E : ℂ) • ψ
  lowest : ∀ (μ : ℝ) (x : V), x ≠ 0 → CoreOrthogonal c x → H x = (μ : ℂ) • x → E ≤ μ
  simple : ∀ x : V, CoreOrthogonal c x → H x = (E : ℂ) • x → ∃ k : ℂ, x = k • ψ

variable [Fintype ι]

/-- The sum `∑ ⟨c_a, x⟩ c_a`; for orthonormal `c a` it is the component of `x` in the core space. -/
def corePart (c : ι → V) (x : V) : V := ∑ a, (inner ℂ (c a) x : ℂ) • c a

/-- The Hamiltonian `H` with a term of real weight `w a` added for each core, `H + ∑ w_a c_a c_a*`.
-/
def levelShifted (H : V →ₗ[ℂ] V) (c : ι → V) (w : ι → ℝ) : V →ₗ[ℂ] V where
  toFun x := H x + ∑ a, ((w a : ℂ) * inner ℂ (c a) x) • c a
  map_add' x y := by
    simp only [map_add, inner_add_right, mul_add, add_smul, Finset.sum_add_distrib]
    abel
  map_smul' r x := by
    simp only [map_smul, inner_smul_right, RingHom.id_apply, smul_add, Finset.smul_sum,
      smul_smul]
    congr 1
    refine Finset.sum_congr rfl fun a _ => ?_
    congr 1
    ring

/-- The Phillips-Kleinman Hamiltonian `H + ∑ (E - ε_a) c_a c_a*`. -/
def phillipsKleinman (H : V →ₗ[ℂ] V) (c : ι → V) (ε : ι → ℝ) (E : ℝ) : V →ₗ[ℂ] V :=
  levelShifted H c (fun a => E - ε a)

variable {H : V →ₗ[ℂ] V} {c : ι → V} {ε w : ι → ℝ} {E : ℝ} {ψ : V}

/-- Shifting core levels by real weights keeps the Hamiltonian symmetric. -/
theorem levelShifted_symmetric (hH : H.IsSymmetric) : (levelShifted H c w).IsSymmetric := by
  intro x y
  change inner ℂ (H x + ∑ a, ((w a : ℂ) * inner ℂ (c a) x) • c a) y
    = inner ℂ x (H y + ∑ a, ((w a : ℂ) * inner ℂ (c a) y) • c a)
  rw [inner_add_left, inner_add_right, hH x y, sum_inner, inner_sum]
  congr 1
  refine Finset.sum_congr rfl fun a _ => ?_
  rw [inner_smul_left, inner_smul_right, map_mul, Complex.conj_ofReal, inner_conj_symm]
  ring

/-- On vectors orthogonal to the cores the shifted Hamiltonian acts as `H`. -/
theorem levelShifted_valence {x : V} (hx : CoreOrthogonal c x) :
    levelShifted H c w x = H x := by
  change H x + ∑ a, ((w a : ℂ) * inner ℂ (c a) x) • c a = H x
  simp [hx _]

/-- Each core state remains an eigenvector, with its energy moved from `ε b` to
`ε b + w b`. -/
theorem levelShifted_core (hc : CoreStates H c ε) (b : ι) :
    levelShifted H c w (c b) = ((ε b : ℂ) + w b) • c b := by
  classical
  change H (c b) + ∑ a, ((w a : ℂ) * inner ℂ (c a) (c b)) • c a = _
  simp [orthonormal_iff_ite.mp hc.orthonormal, hc.eigen, add_smul]

/-- For an eigenvector of the shifted Hamiltonian, the overlap with a core is zero unless
the eigenvalue is the shifted energy of that core. -/
theorem eigenvector_overlap (hc : CoreStates H c ε) {μ : ℂ} {x : V}
    (hx : levelShifted H c w x = μ • x) (a : ι) :
    inner ℂ (c a) x = 0 ∨ (ε a : ℂ) + w a = μ := by
  have h : inner ℂ (c a) (levelShifted H c w x) = μ * inner ℂ (c a) x := by
    rw [hx, inner_smul_right]
  rw [← levelShifted_symmetric hc.symmetric (c a) x, levelShifted_core hc,
    inner_smul_left, map_add, Complex.conj_ofReal, Complex.conj_ofReal] at h
  by_cases hs : inner ℂ (c a) x = 0
  · exact Or.inl hs
  · exact Or.inr (mul_right_cancel₀ hs h)

/-- Removing the core part of an eigenvector of the shifted Hamiltonian leaves a vector
orthogonal to the cores that satisfies the eigenvalue equation of `H`. -/
theorem valence_part (hc : CoreStates H c ε) {μ : ℂ} {x : V}
    (hx : levelShifted H c w x = μ • x) :
    CoreOrthogonal c (x - corePart c x) ∧
      H (x - corePart c x) = μ • (x - corePart c x) := by
  have ho : CoreOrthogonal c (x - corePart c x) := fun a => by
    rw [inner_sub_right, corePart, hc.orthonormal.inner_right_fintype, sub_self]
  refine ⟨ho, ?_⟩
  -- the core part, which may be zero, satisfies the same eigenvalue equation
  have hp : levelShifted H c w (corePart c x) = μ • corePart c x := by
    rw [corePart, map_sum, Finset.smul_sum]
    refine Finset.sum_congr rfl fun a _ => ?_
    rw [map_smul, levelShifted_core hc]
    rcases eigenvector_overlap hc hx a with h | h
    · rw [h, zero_smul, zero_smul, smul_zero]
    · rw [h, smul_comm]
  rw [← levelShifted_valence (w := w) ho, map_sub, hx, hp, smul_sub]

/-- If no core is shifted below `E`, the valence ground energy `E` is the lowest eigenvalue
of the shifted Hamiltonian. -/
theorem levelShifted_isLeast (hc : CoreStates H c ε) (hv : ValenceGround H c E ψ)
    (hw : ∀ a, E ≤ ε a + w a) :
    IsLeast {μ : ℝ | HasEigenvalue (levelShifted H c w) (μ : ℂ)} E := by
  constructor
  · exact hasEigenvalue_of_hasEigenvector
      ⟨mem_eigenspace_iff.mpr ((levelShifted_valence hv.orth).trans hv.eigen), hv.ne_zero⟩
  · intro μ hμ
    obtain ⟨x, hx⟩ := HasEigenvalue.exists_hasEigenvector hμ
    have hy := valence_part hc hx.apply_eq_smul
    by_cases h0 : x - corePart c x = 0
    · -- a pure core vector: some core overlaps with it and fixes the eigenvalue
      by_contra hlt
      have hs : ∀ a, inner ℂ (c a) x = 0 := fun a => by
        rcases eigenvector_overlap hc hx.apply_eq_smul a with h | h
        · exact h
        · have h' : ε a + w a = μ := by exact_mod_cast h
          exact absurd (h' ▸ hw a) hlt
      have hp : corePart c x = 0 := by simp [corePart, hs]
      rw [hp, sub_zero] at h0
      exact hx.2 h0
    · exact hv.lowest μ _ h0 hy.1 hy.2

/-- The Phillips-Kleinman Hamiltonian has the valence energy `E` as its lowest eigenvalue;
the eigenspace is spanned by `ψ` and all cores, and its dimension is the number of cores
plus one. -/
theorem phillipsKleinman_ground_level (hc : CoreStates H c ε)
    (hv : ValenceGround H c E ψ) :
    IsLeast {μ : ℝ | HasEigenvalue (phillipsKleinman H c ε E) (μ : ℂ)} E ∧
    eigenspace (phillipsKleinman H c ε E) (E : ℂ)
      = Submodule.span ℂ (insert ψ (Set.range c)) ∧
    Module.finrank ℂ (eigenspace (phillipsKleinman H c ε E) (E : ℂ))
      = Fintype.card ι + 1 := by
  have hspan : eigenspace (phillipsKleinman H c ε E) (E : ℂ)
      = Submodule.span ℂ (insert ψ (Set.range c)) := by
    apply le_antisymm
    · intro x hx
      have hy := valence_part hc (mem_eigenspace_iff.mp hx)
      obtain ⟨k, hk⟩ := hv.simple _ hy.1 hy.2
      rw [sub_eq_iff_eq_add.mp hk]
      refine Submodule.add_mem _ (Submodule.smul_mem _ _ (Submodule.subset_span
        (Set.mem_insert _ _))) (Submodule.sum_mem _ fun a _ => Submodule.smul_mem _ _
        (Submodule.subset_span (Set.mem_insert_of_mem _ (Set.mem_range_self a))))
    · rw [Submodule.span_le]
      rintro x (rfl | ⟨a, rfl⟩)
      · exact mem_eigenspace_iff.mpr ((levelShifted_valence hv.orth).trans hv.eigen)
      · refine mem_eigenspace_iff.mpr ((levelShifted_core hc a).trans ?_)
        congr 1
        push_cast
        ring
  refine ⟨levelShifted_isLeast hc hv fun a => by linarith, hspan, ?_⟩
  -- the valence state and the cores are nonzero and mutually orthogonal
  let v : Option ι → V := fun o => o.elim ψ c
  have hli : LinearIndependent ℂ v := by
    apply linearIndependent_of_ne_zero_of_inner_eq_zero
    · rintro (_ | a)
      · exact hv.ne_zero
      · exact hc.orthonormal.ne_zero a
    · rintro (_ | a) (_ | b) hab
      · exact absurd rfl hab
      · exact inner_eq_zero_symm.mp (hv.orth b)
      · exact hv.orth a
      · exact hc.orthonormal.2 fun h => hab (congrArg some h)
  have hr : insert ψ (Set.range c) = Set.range v := by
    ext x
    simp [v, Option.exists, eq_comm]
  rw [hspan, hr, finrank_span_eq_card hli, Fintype.card_option]

/-- If every core is shifted strictly above `E`, the eigenspace at `E` is the line
spanned by `ψ`. -/
theorem levelShifted_nondegenerate (hc : CoreStates H c ε) (hv : ValenceGround H c E ψ)
    (hw : ∀ a, E < ε a + w a) :
    eigenspace (levelShifted H c w) (E : ℂ) = Submodule.span ℂ {ψ} := by
  apply le_antisymm
  · intro x hx
    have hxe := mem_eigenspace_iff.mp hx
    have hs : CoreOrthogonal c x := fun a => by
      rcases eigenvector_overlap hc hxe a with h | h
      · exact h
      · have h' : ε a + w a = E := by exact_mod_cast h
        exact absurd h' (hw a).ne'
    obtain ⟨k, hk⟩ := hv.simple x hs ((levelShifted_valence hs).symm.trans hxe)
    exact Submodule.mem_span_singleton.mpr ⟨k, hk.symm⟩
  · rw [Submodule.span_le, Set.singleton_subset_iff]
    exact mem_eigenspace_iff.mpr ((levelShifted_valence hv.orth).trans hv.eigen)

/-- A three-level Hamiltonian, diagonal with energies `-2`, `-1` and `1`. -/
def modelH : EuclideanSpace ℂ (Fin 3) →ₗ[ℂ] EuclideanSpace ℂ (Fin 3) where
  toFun x := WithLp.toLp 2 (fun i => (((![-2, -1, 1] : Fin 3 → ℝ) i : ℝ) : ℂ) * x.ofLp i)
  map_add' x y := by ext i; simp [mul_add]
  map_smul' r x := by ext i; simp [mul_left_comm]

/-- In the three-level model the first basis vector is a core of energy `-2`, and the second
is the simple valence ground state of energy `-1`. -/
theorem model_witness :
    CoreStates modelH (fun _ : Fin 1 => EuclideanSpace.single 0 1) (fun _ => -2) ∧
    ValenceGround modelH (fun _ : Fin 1 => EuclideanSpace.single 0 1) (-1)
      (EuclideanSpace.single 1 1) := by
  have h0 : ∀ x : EuclideanSpace ℂ (Fin 3),
      CoreOrthogonal (fun _ : Fin 1 => EuclideanSpace.single 0 1) x → x.ofLp 0 = 0 :=
    fun x hx => by simpa [EuclideanSpace.inner_single_left] using hx 0
  have h1 : ∀ (μ : ℝ) (x : EuclideanSpace ℂ (Fin 3)), modelH x = (μ : ℂ) • x →
      ((-1 : ℝ) : ℂ) * x.ofLp 1 = μ * x.ofLp 1 :=
    fun μ x h => congrArg (fun v => v.ofLp 1) h
  have h2 : ∀ (μ : ℝ) (x : EuclideanSpace ℂ (Fin 3)), modelH x = (μ : ℂ) • x →
      ((1 : ℝ) : ℂ) * x.ofLp 2 = μ * x.ofLp 2 :=
    fun μ x h => congrArg (fun v => v.ofLp 2) h
  refine ⟨⟨?_, ⟨fun _ => by simp, fun i j h => absurd (Subsingleton.elim i j) h⟩, ?_⟩,
    ⟨?_, ?_, ?_, ?_, ?_⟩⟩
  · intro x y
    simp [modelH, PiLp.inner_apply, Fin.sum_univ_succ]
    ring
  · intro a
    ext i
    fin_cases i <;> simp [modelH]
  · intro h
    have h' := congrArg (fun v => v.ofLp 1) h
    simp at h'
  · intro a
    simp [EuclideanSpace.inner_single_left]
  · ext i
    fin_cases i <;> simp [modelH]
  · intro μ x hx ho he
    by_cases hx1 : x.ofLp 1 = 0
    · by_cases hx2 : x.ofLp 2 = 0
      · refine absurd ?_ hx
        ext i
        fin_cases i
        · exact h0 x ho
        · exact hx1
        · exact hx2
      · have h := Complex.ofReal_injective (mul_right_cancel₀ hx2 (h2 μ x he))
        linarith
    · exact (Complex.ofReal_injective (mul_right_cancel₀ hx1 (h1 μ x he))).le
  · intro x ho he
    have hx2 : x.ofLp 2 = 0 := by
      have h := h2 (-1) x he
      push_cast at h
      linear_combination (1 / 2) * h
    refine ⟨x.ofLp 1, ?_⟩
    ext i
    fin_cases i
    · simpa using h0 x ho
    · simp
    · simpa using hx2

end

end PhillipsKleinmanDegeneracy
```

```lean
#print axioms PhillipsKleinmanDegeneracy.phillipsKleinman_ground_level
#print axioms PhillipsKleinmanDegeneracy.levelShifted_nondegenerate
```

```
'PhillipsKleinmanDegeneracy.phillipsKleinman_ground_level' depends on axioms: [propext, Classical.choice, Quot.sound]
'PhillipsKleinmanDegeneracy.levelShifted_nondegenerate' depends on axioms: [propext, Classical.choice, Quot.sound]
```

### How the Lean proof follows the splitting

`levelShifted_symmetric` expands both inner products and compares them core by core. `levelShifted_valence` and `levelShifted_core` are the two actions of $H_w$ computed above.

`eigenvector_overlap` evaluates $\langle c_a,H_wx\rangle$ twice and cancels the overlap when it is nonzero, with `mul_right_cancel₀`. `valence_part` then shows that `x - corePart c x` is orthogonal to the cores and solves the eigenvalue equation of `H`. Its intermediate statement `hp` is $H_wp=\mu p$, proved term by term from the two cases of the overlap lemma.

`levelShifted_isLeast` exhibits $\psi$ as an eigenvector at $E$, then splits on whether $y=0$. In that case it argues by contradiction: if $\mu<E$, all overlaps vanish, so $p=0$ and hence $x=0$.

In `phillipsKleinman_ground_level`, `le_antisymm` separates the two inclusions between the eigenspace and the span. For the dimension, `ψ` and the cores are gathered into one family `v` indexed by `Option ι`, where the additional index carries `ψ`. Orthogonality gives linear independence, and `finrank_span_eq_card` turns the number of vectors into the dimension.

`levelShifted_nondegenerate` treats cores shifted strictly above `E`. `model_witness` verifies both sets of hypotheses for the three-level example by comparing components.

### The freedom in the pseudo-orbital

In this one-electron model with exact cores and fixed $E$, any amount of core character can be added to $\psi$ without changing its Phillips–Kleinman energy. With at least one core, this freedom can be used to look for a pseudo-orbital that is smoother than $\psi$ in the core region. The degeneracy also means that an eigensolver asked for one lowest state of $H_{\mathrm{PK}}$ may return any mixture of $\psi$ and the cores, even a pure core state.
